# Freezing the orbital response in the variational second-order functional never lowers the curvature at q = 0 when A(0) is positive definite

Let q be a wavevector along a fixed direction, A(q) a real symmetric matrix and b(q) a real vector, both twice differentiable at q = 0, with A(0) positive definite. Near q = 0 the second-order energy E(q) = −⟨b, A⁻¹b⟩ is the value of the variational functional ⟨x, A(q)x⟩ + 2⟨x, b(q)⟩ at the orbital response x(q) = −A(q)⁻¹b(q). If x is held at x(0) in this functional, the curvature at q = 0 is never below that of E, and the two agree exactly when A'(0)x(0) + b'(0) = 0.

In Lean 4 with Mathlib:

```lean
import Mathlib

open Matrix Topology

namespace LongWaveCurvature

noncomputable section

variable {n : Type*} [Fintype n]

/-- The matrix family `A` has derivative `A'` at wavevector `q`, entry by entry. -/
def EntryDeriv (A : ℝ → Matrix n n ℝ) (A' : Matrix n n ℝ) (q : ℝ) : Prop :=
  ∀ i j, HasDerivAt (fun s => A s i j) (A' i j) q

/-- `A` and `b` have first derivatives `A1`, `b1` near `q = 0` and second derivatives
`A2`, `b2` at `q = 0`. -/
structure TwiceDiff (A A1 : ℝ → Matrix n n ℝ) (A2 : Matrix n n ℝ)
    (b b1 : ℝ → n → ℝ) (b2 : n → ℝ) : Prop where
  dA : ∀ᶠ q in 𝓝 0, EntryDeriv A (A1 q) q
  ddA : EntryDeriv A1 A2 0
  db : ∀ᶠ q in 𝓝 0, HasDerivAt b (b1 q) q
  ddb : HasDerivAt b1 b2 0

/-- The variational second-order functional `⟨x, A(q) x⟩ + 2⟨x, b(q)⟩` at a fixed
orbital response `x`. -/
def trialEnergy (A : ℝ → Matrix n n ℝ) (b : ℝ → n → ℝ) (x : n → ℝ) (q : ℝ) : ℝ :=
  x ⬝ᵥ A q *ᵥ x + 2 * (x ⬝ᵥ b q)

/-- The source `A' x + b'` that drives the change of the orbital response `x` with
wavevector. -/
def source (A' : Matrix n n ℝ) (b' x : n → ℝ) : n → ℝ := A' *ᵥ x + b'

variable {A A1 : ℝ → Matrix n n ℝ} {A' A2 : Matrix n n ℝ}
  {b b1 u v : ℝ → n → ℝ} {b' b2 u' v' : n → ℝ} {q : ℝ}

/-- Product rule for the scalar product of two wavevector-dependent vectors. -/
theorem dot_deriv (hu : HasDerivAt u u' q) (hv : HasDerivAt v v' q) :
    HasDerivAt (fun s => u s ⬝ᵥ v s) (u' ⬝ᵥ v q + u q ⬝ᵥ v') q := by
  have h := HasDerivAt.fun_sum (u := Finset.univ)
    (fun i _ => (hasDerivAt_pi.1 hu i).fun_mul (hasDerivAt_pi.1 hv i))
  refine h.congr_deriv ?_
  simp only [dotProduct, Finset.sum_add_distrib]

/-- Product rule for a wavevector-dependent matrix acting on a wavevector-dependent vector. -/
theorem mulVec_deriv (hA : EntryDeriv A A' q) (hv : HasDerivAt v v' q) :
    HasDerivAt (fun s => A s *ᵥ v s) (A' *ᵥ v q + A q *ᵥ v') q := by
  refine hasDerivAt_pi.2 fun i => ?_
  have hrow : HasDerivAt (fun s => A s i) (A' i) q := hasDerivAt_pi.2 (hA i)
  exact dot_deriv hrow hv

/-- A symmetric matrix can be moved from one side of the scalar product to the other. -/
theorem dot_symm {M : Matrix n n ℝ} (h : Mᵀ = M) (u v : n → ℝ) :
    u ⬝ᵥ M *ᵥ v = (M *ᵥ u) ⬝ᵥ v := by
  rw [Matrix.dotProduct_mulVec, ← Matrix.mulVec_transpose, h]

/-- For twice differentiable `A`, `b` and an orbital response frozen at `x`, the second-order
functional has curvature `⟨x, A'' x⟩ + 2⟨x, b''⟩` at `q = 0`. -/
theorem frozen_curvature (h : TwiceDiff A A1 A2 b b1 b2) (x : n → ℝ) :
    HasDerivAt (deriv (trialEnergy A b x)) (x ⬝ᵥ A2 *ᵥ x + 2 * (x ⬝ᵥ b2)) 0 := by
  -- one differentiation replaces `A, b` by their derivatives
  have step : ∀ {B : ℝ → Matrix n n ℝ} {B' : Matrix n n ℝ} {c : ℝ → n → ℝ} {c' : n → ℝ}
      {q : ℝ}, EntryDeriv B B' q → HasDerivAt c c' q →
      HasDerivAt (trialEnergy B c x) (x ⬝ᵥ B' *ᵥ x + 2 * (x ⬝ᵥ c')) q := by
    intro B B' c c' q hB hc
    have hx := hasDerivAt_const q x
    have h := (dot_deriv hx (mulVec_deriv hB hx)).fun_add ((dot_deriv hx hc).const_mul 2)
    refine HasDerivAt.congr_deriv h ?_
    simp
  refine (step h.ddA h.ddb).congr_of_eventuallyEq ?_
  filter_upwards [h.dA, h.db] with q ha hb
  exact (step ha hb).deriv

variable [DecidableEq n]

/-- The first-order orbital response `x(q) = -A(q)⁻¹ b(q)`, for invertible `A(q)`. -/
def response (A : ℝ → Matrix n n ℝ) (b : ℝ → n → ℝ) (q : ℝ) : n → ℝ :=
  -((A q)⁻¹ *ᵥ b q)

/-- The second-order energy `E(q) = -⟨b(q), A(q)⁻¹ b(q)⟩`, for invertible `A(q)`. -/
def energy (A : ℝ → Matrix n n ℝ) (b : ℝ → n → ℝ) (q : ℝ) : ℝ :=
  -(b q ⬝ᵥ (A q)⁻¹ *ᵥ b q)

/-- A matrix family differentiable at `q` has a determinant continuous at `q`; if `A(q)` is
invertible, the entries of the inverse are continuous there too. -/
theorem continuousAt_det_inv (h : EntryDeriv A A' q) :
    ContinuousAt (fun s => (A s).det) q ∧
      ((A q).det ≠ 0 → ∀ i j, ContinuousAt (fun s => (A s)⁻¹ i j) q) := by
  have hA' : ContinuousAt (fun s i j => A s i j) q :=
    continuousAt_pi.2 fun i => continuousAt_pi.2 fun j => (h i j).continuousAt
  have hA : ContinuousAt A q := hA'
  have hd : Continuous (fun M : Matrix n n ℝ => M.det) := Continuous.matrix_det continuous_id
  have hdet : ContinuousAt (fun s => (A s).det) q := hd.continuousAt.comp hA
  refine ⟨hdet, fun hq i j => ?_⟩
  have ha : Continuous (fun M : Matrix n n ℝ => M.adjugate i j) :=
    (Continuous.matrix_adjugate continuous_id).matrix_elem i j
  have hadj : ContinuousAt (fun s => (A s).adjugate i j) q := ha.continuousAt.comp hA
  have e : (fun s => (A s)⁻¹ i j) = fun s => ((A s).det)⁻¹ * (A s).adjugate i j := by
    funext s
    simp [Matrix.inv_def]
  rw [e]
  exact (hdet.inv₀ hq).mul hadj

/-- Where `A(q)` is invertible and `A`, `b` are differentiable, the orbital response changes
with wavevector as `x' = -A⁻¹ (A' x + b')`. -/
theorem response_deriv (hA : EntryDeriv A A' q) (hb : HasDerivAt b b' q)
    (hq : (A q).det ≠ 0) :
    HasDerivAt (response A b) (-((A q)⁻¹ *ᵥ source A' b' (response A b q))) q := by
  obtain ⟨x, hx⟩ : ∃ x, x = response A b q := ⟨_, rfl⟩
  rw [← hx]
  -- the residual of the frozen response vanishes at `q`
  have h0 : A q *ᵥ x + b q = 0 := by
    rw [hx, response, Matrix.mulVec_neg, Matrix.mulVec_mulVec,
      Matrix.mul_nonsing_inv _ (isUnit_iff_ne_zero.2 hq), Matrix.one_mulVec, neg_add_cancel]
  have hg : HasDerivAt (fun s => A s *ᵥ x + b s) (source A' b' x) q := by
    have h := (mulVec_deriv hA (hasDerivAt_const q x)).fun_add hb
    refine HasDerivAt.congr_deriv h ?_
    simp only [source, Matrix.mulVec_zero, add_zero]
  -- a continuous factor times a function vanishing at `q`
  have hmul : ∀ {c g : ℝ → ℝ} {g' : ℝ}, ContinuousAt c q → HasDerivAt g g' q → g q = 0 →
      HasDerivAt (fun s => c s * g s) (c q * g') q := by
    intro c g g' hc hg hz
    rw [hasDerivAt_iff_tendsto_slope] at hg ⊢
    have h := (hc.tendsto.mono_left nhdsWithin_le_nhds).mul hg
    refine h.congr fun s => ?_
    simp only [slope_def_field, hz]
    ring
  have hprod : HasDerivAt (fun s => x - (A s)⁻¹ *ᵥ (A s *ᵥ x + b s))
      (-((A q)⁻¹ *ᵥ source A' b' x)) q := by
    refine hasDerivAt_pi.2 fun i => ?_
    have h := HasDerivAt.fun_sum (u := Finset.univ) (fun j _ =>
      hmul ((continuousAt_det_inv hA).2 hq i j) (hasDerivAt_pi.1 hg j) (congrFun h0 j))
    exact h.const_sub (x i)
  refine hprod.congr_of_eventuallyEq ?_
  filter_upwards [(continuousAt_det_inv hA).1.eventually_ne hq] with s hs
  rw [Matrix.mulVec_add, Matrix.mulVec_mulVec,
    Matrix.nonsing_inv_mul _ (isUnit_iff_ne_zero.2 hs), Matrix.one_mulVec, response]
  abel

/-- For symmetric `A(q)`, invertible at `q = 0`, and twice differentiable `A`, `b`, the curvature is
`E''(0) = ⟨x, A'' x⟩ + 2⟨x, b''⟩ - 2⟨r, A⁻¹ r⟩`, where `x` is the orbital response, `r = A' x + b'`,
and everything on the right is taken at `q = 0`. -/
theorem energy_curvature (hsym : ∀ q, (A q).IsSymm) (hdet : (A 0).det ≠ 0)
    (h : TwiceDiff A A1 A2 b b1 b2) :
    let x := response A b 0
    let r := source (A1 0) (b1 0) x
    HasDerivAt (deriv (energy A b))
      (x ⬝ᵥ A2 *ᵥ x + 2 * (x ⬝ᵥ b2) - 2 * (r ⬝ᵥ (A 0)⁻¹ *ᵥ r)) 0 := by
  intro x r
  have ha0 := h.dA.self_of_nhds
  have hE : energy A b = fun s => b s ⬝ᵥ response A b s := by
    funext s
    simp only [energy, response, dotProduct_neg]
  -- the slope of the energy at every wavevector near zero
  have hslope : deriv (energy A b) =ᶠ[𝓝 0] fun q =>
      response A b q ⬝ᵥ A1 q *ᵥ response A b q + 2 * (response A b q ⬝ᵥ b1 q) := by
    filter_upwards [h.dA, h.db, (continuousAt_det_inv ha0).1.eventually_ne hdet]
      with q ha hb hd
    have hinv : ((A q)⁻¹)ᵀ = (A q)⁻¹ := by
      rw [Matrix.transpose_nonsing_inv, (hsym q).eq]
    have key : ∀ w, b q ⬝ᵥ -((A q)⁻¹ *ᵥ w) = response A b q ⬝ᵥ w := by
      intro w
      rw [dotProduct_neg, dot_symm hinv, response, neg_dotProduct]
    rw [hE, (dot_deriv hb (response_deriv ha hb hd)).deriv, key,
      source, dotProduct_add, dotProduct_comm (b1 q)]
    ring
  have hs1 : (A1 0)ᵀ = A1 0 := by
    ext i j
    have e : (fun s => A s j i) = fun s => A s i j := funext fun s => (hsym s).apply i j
    have h1 : HasDerivAt (fun s => A s j i) (A1 0 j i) 0 := ha0 j i
    rw [e] at h1
    exact h1.unique (ha0 i j)
  -- differentiate the slope once more, now including the change of the orbitals
  have hx := response_deriv ha0 h.db.self_of_nhds hdet
  have h2 := (dot_deriv hx (mulVec_deriv h.ddA hx)).fun_add ((dot_deriv hx h.ddb).const_mul 2)
  refine (h2.congr_of_eventuallyEq hslope).congr_deriv ?_
  change -((A 0)⁻¹ *ᵥ r) ⬝ᵥ A1 0 *ᵥ x + x ⬝ᵥ (A2 *ᵥ x + A1 0 *ᵥ -((A 0)⁻¹ *ᵥ r))
    + 2 * (-((A 0)⁻¹ *ᵥ r) ⬝ᵥ b1 0 + x ⬝ᵥ b2) = _
  have hr : r ⬝ᵥ (A 0)⁻¹ *ᵥ r
      = (A1 0 *ᵥ x) ⬝ᵥ ((A 0)⁻¹ *ᵥ r) + b1 0 ⬝ᵥ ((A 0)⁻¹ *ᵥ r) :=
    add_dotProduct _ _ _
  rw [hr]
  generalize (A 0)⁻¹ *ᵥ r = y
  simp only [neg_dotProduct, dotProduct_add, Matrix.mulVec_neg, dotProduct_neg]
  rw [dot_symm hs1 x y, dotProduct_comm y (A1 0 *ᵥ x), dotProduct_comm y (b1 0)]
  ring

/-- For symmetric `A(q)`, positive definite at `q = 0`, and twice differentiable `A`, `b`, the
variational functional with the orbital response `x` frozen at its `q = 0` value has a curvature at
`q = 0` no lower than that of the energy. The two curvatures are equal exactly when the source
`A' x + b'` vanishes at `q = 0`. -/
theorem curvature_le_frozen (hsym : ∀ q, (A q).IsSymm) (hpos : (A 0).PosDef)
    (h : TwiceDiff A A1 A2 b b1 b2) :
    deriv (deriv (energy A b)) 0 ≤ deriv (deriv (trialEnergy A b (response A b 0))) 0 ∧
      (deriv (deriv (energy A b)) 0 = deriv (deriv (trialEnergy A b (response A b 0))) 0 ↔
        source (A1 0) (b1 0) (response A b 0) = 0) := by
  rw [(energy_curvature hsym hpos.det_pos.ne' h).deriv, (frozen_curvature h _).deriv]
  generalize source (A1 0) (b1 0) (response A b 0) = r
  rcases eq_or_ne r 0 with rfl | hr
  · simp
  · -- the inverse of a positive definite matrix is positive definite
    have hp : 0 < r ⬝ᵥ (A 0)⁻¹ *ᵥ r := by
      simpa only [star_trivial] using hpos.inv.dotProduct_mulVec_pos hr
    exact ⟨by linarith, fun h => (by linarith : False).elim, fun h => absurd h hr⟩

end

end LongWaveCurvature
```

```lean
#print axioms LongWaveCurvature.curvature_le_frozen
```

```
'LongWaveCurvature.curvature_le_frozen' depends on axioms: [propext, Classical.choice, Quot.sound]
```

## Two curvatures of one functional

The final theorem, `curvature_le_frozen`, compares the second derivatives at q = 0 of two functions. One is `energy`, which is E(q). The other is `trialEnergy`, the variational functional

F(q) = ⟨x, A(q)x⟩ + 2⟨x, b(q)⟩,

with x fixed at `response A b 0`, that is, x(0). Minimising this functional over x at each q would give E(q), wherever A(q) is positive definite.

The hypothesis `hsym` makes A(q) symmetric for every q, and `hpos` makes A(0) positive definite. `TwiceDiff` says that `A1` and `b1` are the first derivatives of A and b throughout a neighbourhood of 0, and that `A2` and `b2` are the derivatives of `A1` and `b1` at 0. Matrix derivatives are taken entry by entry (`EntryDeriv`). The vector r = A'x + b' is `source`.

In density functional perturbation theory, A is the stiffness of the energy against orbital variations and b the coupling to the perturbation. Positive definiteness expresses stability of the ground state against those variations. The vector x holds the real coefficients of the first-order orbitals in a finite basis. The result gives the sign of the error in a long-wave curvature when the q-dependence of these coefficients is neglected in the variational functional, for one wavevector direction. Differentiability at q = 0 along that direction is assumed. Complex Hermitian A(q) and energy terms outside E(q) are not treated.

## The response to a change of wavevector

Fix q with A(q) invertible and write x = x(q). For s near q,

x(s) = x − A(s)⁻¹(A(s)x + b(s)).

The bracket vanishes at s = q and has derivative A'x + b' there. Dividing by s − q and letting s → q therefore requires only continuity of A(s)⁻¹:

x' = −A⁻¹(A'x + b').

This is `response_deriv`. Its inner step `hmul` is the limit of the quotient, and `continuousAt_det_inv` supplies the continuity by writing the inverse as adjugate over determinant. The product rules are `dot_deriv` and `mulVec_deriv`.

## Differentiating the energy twice

Since E = ⟨b, x⟩, the first derivative is

E' = ⟨b', x⟩ + ⟨b, x'⟩.

Symmetry of A⁻¹ (`dot_symm`) turns the last term into ⟨x, A'x + b'⟩, so near q = 0

E' = ⟨x, A'x⟩ + 2⟨x, b'⟩.

In `energy_curvature` this is `hslope`. Differentiating again at 0, with A' symmetric (`hs1`), gives

E'' = ⟨x, A''x⟩ + 2⟨x, b''⟩ + 2⟨x', A'x + b'⟩.

Inserting x' = −A⁻¹r yields

E''(0) = ⟨x, A''x⟩ + 2⟨x, b''⟩ − 2⟨r, A⁻¹r⟩,

with everything on the right taken at q = 0. This formula needs A(0) to be invertible, not positive definite.

For the frozen functional x is constant, so two differentiations act on A and b alone:

F''(0) = ⟨x, A''x⟩ + 2⟨x, b''⟩.

`frozen_curvature` proves this by applying its local rule `step` once near 0 and once at 0. Subtracting,

F''(0) − E''(0) = 2⟨r, A(0)⁻¹r⟩.

The inverse of a positive definite matrix is positive definite, so the difference is positive for r ≠ 0 and zero for r = 0. `curvature_le_frozen` rewrites both curvatures with the two formulas and splits into these cases.

## A negative definite stiffness reverses the inequality

Take one dimension with A(q) = −1 and b(q) = q. Then E(q) = q², so E''(0) = 2. The response at q = 0 is x = 0, so F vanishes identically and F''(0) = 0. Freezing the response has lowered the curvature: symmetry and invertibility of A(0) alone do not give the inequality.
